# The RPA integrand ln det(I+Q) − tr Q is concave on real positive semidefinite matrices

**Q:** Take two fragments that begin to interact. At one imaginary frequency, let Q be the symmetrised −vχ₀, with v the Coulomb interaction and χ₀ the non-interacting response. The integrand of the RPA correlation energy, up to a positive prefactor, is

f(Q) = ln det(I+Q) − tr Q = −½ tr Q² + ⅓ tr Q³ − …

Suppose that the coupling adds off-diagonal blocks between the fragments to Q and leaves the diagonal blocks unchanged. It then lowers the second-order term, but it can raise the third. Once an eigenvalue of Q exceeds one, the series diverges. So the expansion doesn't tell me whether the coupling lowers the integrand. What does?

**A:** Concavity of f does, for real positive semidefinite Q in a finite basis. For s in [0,1],

(1−s) f(Q₁) + s f(Q₂) ≤ f((1−s)Q₁ + sQ₂).

The fragment question follows from the strict version at s = ½. The size n of the matrices is arbitrary, and the formal version starts with index types for one system and for two fragments.

```lean
import Mathlib

open Matrix

namespace RPAIntegrandConcavity

noncomputable section

variable {n m k : Type*} [Fintype n] [DecidableEq n] [Fintype m] [DecidableEq m]
  [Fintype k] [DecidableEq k]
```

**Q:** Where is the physics in the definition? I see only a matrix.

```lean
/-- The function `Real.log (1 + Q).det - Q.trace` of a real square matrix `Q`. When `Q` is the
symmetrised `-v χ₀` at one imaginary frequency, this is the integrand of the RPA correlation energy
up to a positive prefactor. -/
def acfdIntegrand (Q : Matrix n n ℝ) : ℝ := Real.log (1 + Q).det - Q.trace
```

**A:** `acfdIntegrand` is f, defined for any real square matrix. The physics enters through the hypothesis `PosSemidef`, which for a real matrix means symmetric with no negative eigenvalue. It stands for two facts: v is a positive interaction, and the static or imaginary-frequency χ₀ of a ground state is negative semidefinite. The theorems assume this property of Q and don't derive it from orbitals. It makes I+Q positive definite, so the logarithm has a positive argument.

**Q:** And what does a mixture of two such matrices mean?

**A:** With v fixed and Q = −v^½ χ₀ v^½, it is a mixture of two response functions. It isn't a path between two geometries, along which Q is generally not a straight line.

**Q:** Then derive the inequality. Where does it start?

**A:** With the scalar bound ln x ≤ x − 1 for x > 0, which is strict unless x = 1. To carry it over to two matrices I need a square factor. If A = U diag(λᵢ) Uᵀ is positive semidefinite, put C = U diag(√λᵢ), and then A = C Cᵀ. Lean writes the transpose as `Cᴴ`, the conjugate transpose, which is the same thing for real entries.

```lean
/-- A real symmetric positive semidefinite matrix factors as `C Cᴴ` with `C` square. -/
theorem exists_factor {A : Matrix n n ℝ} (hA : A.PosSemidef) :
    ∃ C : Matrix n n ℝ, A = C * Cᴴ := by
  have h := hA.isHermitian.spectral_theorem
  rw [Unitary.conjStarAlgAut_apply] at h
  -- scale each eigenvector by the square root of its eigenvalue
  refine ⟨(hA.isHermitian.eigenvectorUnitary : Matrix n n ℝ) *
    diagonal (fun i => √(hA.isHermitian.eigenvalues i)), ?_⟩
  have hD : diagonal (fun i => √(hA.isHermitian.eigenvalues i)) *
      diagonal (fun i => √(hA.isHermitian.eigenvalues i)) =
      diagonal hA.isHermitian.eigenvalues := by
    rw [diagonal_mul_diagonal]
    congr 1
    funext i
    exact Real.mul_self_sqrt (hA.eigenvalues_nonneg i)
  have key : ∀ U D W : Matrix n n ℝ, U * D * (D * W) = U * (D * D) * W := by
    intro U D W
    simp only [Matrix.mul_assoc]
  rw [conjTranspose_mul, diagonal_conjTranspose, star_trivial, key, hD]
  exact h
```

Now let M be positive definite with eigenvalues μᵢ. Summing the scalar bound gives

ln det M = Σᵢ ln μᵢ ≤ Σᵢ (μᵢ − 1) = tr M − n.

If M ≠ I, some μⱼ differs from one and the inequality is strict. The proof finds this j by contradiction: if all eigenvalues were one, the spectral theorem would give M = I. `Finset.sum_lt_sum` then adds the weak bounds and the one strict bound.

```lean
/-- For a positive definite matrix other than the identity, `ln det M` is strictly less than
`tr M` minus the dimension. -/
theorem log_det_lt_trace_sub_card {M : Matrix n n ℝ} (hM : M.PosDef) (h1 : M ≠ 1) :
    Real.log M.det < M.trace - Fintype.card n := by
  have hdet : M.det = ∏ i, hM.isHermitian.eigenvalues i := by
    simpa using hM.isHermitian.det_eq_prod_eigenvalues
  have htr : M.trace = ∑ i, hM.isHermitian.eigenvalues i := by
    simpa using hM.isHermitian.trace_eq_sum_eigenvalues
  -- some eigenvalue differs from one, since otherwise `M` is the identity
  obtain ⟨j, hj⟩ : ∃ j, hM.isHermitian.eigenvalues j ≠ 1 := by
    by_contra! hall
    apply h1
    have h := hM.isHermitian.spectral_theorem
    rw [Unitary.conjStarAlgAut_apply] at h
    have hd : diagonal (RCLike.ofReal ∘ hM.isHermitian.eigenvalues : n → ℝ) = 1 := by
      rw [← diagonal_one]
      congr 1
      funext i
      simp [hall i]
    rw [hd, mul_one] at h
    exact h.trans (mem_unitaryGroup_iff.mp hM.isHermitian.eigenvectorUnitary.2)
  have hlog : Real.log (∏ i, hM.isHermitian.eigenvalues i) =
      ∑ i, Real.log (hM.isHermitian.eigenvalues i) := by
    rw [Real.log_prod]
    intro i _
    exact (hM.eigenvalues_pos i).ne'
  have hcard : ∑ i, hM.isHermitian.eigenvalues i - (Fintype.card n : ℝ) =
      ∑ i, (hM.isHermitian.eigenvalues i - 1) := by
    simp [Finset.sum_sub_distrib]
  rw [hdet, htr, hlog, hcard]
  exact Finset.sum_lt_sum (fun i _ => Real.log_le_sub_one_of_pos (hM.eigenvalues_pos i))
    ⟨j, Finset.mem_univ j, Real.log_lt_sub_one_of_pos (hM.eigenvalues_pos j) hj⟩
```

**Q:** That compares M with the identity. I need to compare two response matrices.

**A:** Let A and B be distinct positive definite matrices; they are not the A and B of Casida's equations. Factor A⁻¹ = C Cᵀ and set M = CᵀBC. Then

det M = det B / det A,

tr M = tr(A⁻¹B).

M is positive definite because C is invertible, and M = I would force A⁻¹B = I, hence B = A. The previous bound becomes

ln det B < ln det A + tr(A⁻¹B) − n = ln det A + tr(A⁻¹(B−A)).

So ln det lies below its tangent. In the code, `hd` and `htr` are the determinant and trace identities, and `hM1` excludes M = I.

```lean
/-- For distinct positive definite matrices, `ln det B` lies strictly below the linear
expansion of `ln det` about `A`. -/
theorem log_det_lt_tangent {A B : Matrix n n ℝ} (hA : A.PosDef) (hB : B.PosDef)
    (hne : B ≠ A) :
    Real.log B.det < Real.log A.det + (A⁻¹ * (B - A)).trace := by
  obtain ⟨C, hC⟩ := exists_factor hA.inv.posSemidef
  have hAu : IsUnit A.det := hA.det_pos.ne'.isUnit
  have hdet : A.det * (C.det * C.det) = 1 := by
    have h := congrArg Matrix.det (Matrix.mul_nonsing_inv A hAu)
    rw [hC, det_mul, det_mul, det_conjTranspose, star_trivial, det_one] at h
    exact h
  have hCu : IsUnit C.det := by
    refine isUnit_iff_ne_zero.mpr fun h => ?_
    simp [h] at hdet
  have hinj : Function.Injective C.mulVec := by
    intro x y hxy
    have h := congrArg (fun v => C⁻¹ *ᵥ v) hxy
    simpa [Matrix.mulVec_mulVec, Matrix.nonsing_inv_mul C hCu] using h
  -- the congruent matrix `Cᴴ B C` has the trace and determinant of `A⁻¹ B`
  have hM : (Cᴴ * B * C).PosDef := hB.conjTranspose_mul_mul_same hinj
  have hM1 : Cᴴ * B * C ≠ 1 := by
    intro h
    apply hne
    have h2 : A⁻¹ * B = 1 := by
      rw [hC, Matrix.mul_assoc]
      exact mul_eq_one_comm.mp h
    calc B = A * (A⁻¹ * B) := by
          rw [← Matrix.mul_assoc, Matrix.mul_nonsing_inv A hAu, Matrix.one_mul]
      _ = A := by rw [h2, Matrix.mul_one]
  have key := log_det_lt_trace_sub_card hM hM1
  have htr : (Cᴴ * B * C).trace = (A⁻¹ * B).trace := by
    rw [hC, Matrix.trace_mul_comm, Matrix.mul_assoc]
  have hd : A.det * (Cᴴ * B * C).det = B.det := by
    rw [det_mul, det_mul, det_conjTranspose, star_trivial]
    linear_combination B.det * hdet
  have hlog : Real.log B.det = Real.log A.det + Real.log (Cᴴ * B * C).det := by
    rw [← Real.log_mul hA.det_pos.ne' hM.det_pos.ne', hd]
  rw [htr] at key
  rw [Matrix.mul_sub, Matrix.nonsing_inv_mul A hAu, trace_sub, trace_one]
  linarith
```

Put A = I+Q and B = I+P, with P ≠ Q both positive semidefinite, and subtract tr P = tr Q + tr(P−Q) from both sides:

f(P) < f(Q) + tr(((I+Q)⁻¹ − I)(P−Q)).

```lean
/-- For distinct positive semidefinite `P` and `Q`, the integrand at `P` lies strictly below
its linear expansion about `Q`, whose slope is `(1 + Q)⁻¹ - 1`. -/
theorem acfdIntegrand_lt_tangent {P Q : Matrix n n ℝ} (hP : P.PosSemidef)
    (hQ : Q.PosSemidef) (hne : P ≠ Q) :
    acfdIntegrand P < acfdIntegrand Q + (((1 + Q)⁻¹ - 1) * (P - Q)).trace := by
  have h := log_det_lt_tangent (PosDef.one.add_posSemidef hQ) (PosDef.one.add_posSemidef hP)
    (fun h => hne (add_left_cancel h))
  rw [add_sub_add_left_eq_sub] at h
  unfold acfdIntegrand
  rw [Matrix.sub_mul, Matrix.one_mul, trace_sub, trace_sub P Q]
  linarith
```

**Q:** A tangent bound at one matrix. How do you get the average?

**A:** Take the tangent at the mixture R = (1−s)Q₁ + sQ₂, with 0 < s < 1 and Q₁ ≠ Q₂. The end points lie at

Q₁ − R = s(Q₁ − Q₂),

Q₂ − R = −(1−s)(Q₁ − Q₂).

With t = tr(((I+R)⁻¹ − I)(Q₁ − Q₂)), the two tangent bounds are

f(Q₁) < f(R) + s t,

f(Q₂) < f(R) − (1−s) t.

Multiply the first by 1−s and the second by s, then add. The terms in t cancel, and

(1−s) f(Q₁) + s f(Q₂) < f(R).

Lean's `e₁` and `e₂` are the two displacements, `t₁` and `t₂` the two bounds, and `nlinarith` does the weighted sum.

```lean
/-- For distinct positive semidefinite matrices and `0 < s < 1`, the integrand of the mixture
is strictly greater than the weighted average of the integrands. -/
theorem acfdIntegrand_strict_concave {Q₁ Q₂ : Matrix n n ℝ} (h₁ : Q₁.PosSemidef)
    (h₂ : Q₂.PosSemidef) (hne : Q₁ ≠ Q₂) {s : ℝ} (hs : 0 < s) (hs1 : s < 1) :
    (1 - s) * acfdIntegrand Q₁ + s * acfdIntegrand Q₂ <
      acfdIntegrand ((1 - s) • Q₁ + s • Q₂) := by
  have hs' : 0 < 1 - s := sub_pos.mpr hs1
  have hMp : ((1 - s) • Q₁ + s • Q₂).PosSemidef := (h₁.smul hs'.le).add (h₂.smul hs.le)
  have e₁ : Q₁ - ((1 - s) • Q₁ + s • Q₂) = s • (Q₁ - Q₂) := by module
  have e₂ : Q₂ - ((1 - s) • Q₁ + s • Q₂) = (-(1 - s)) • (Q₁ - Q₂) := by module
  have hd : Q₁ - Q₂ ≠ 0 := sub_ne_zero.mpr hne
  have n₁ : Q₁ ≠ (1 - s) • Q₁ + s • Q₂ := by
    rw [← sub_ne_zero, e₁]
    exact smul_ne_zero hs.ne' hd
  have n₂ : Q₂ ≠ (1 - s) • Q₁ + s • Q₂ := by
    rw [← sub_ne_zero, e₂]
    exact smul_ne_zero (neg_ne_zero.mpr hs'.ne') hd
  -- tangent at the mixture, evaluated at both end points
  have t₁ := acfdIntegrand_lt_tangent h₁ hMp n₁
  have t₂ := acfdIntegrand_lt_tangent h₂ hMp n₂
  rw [e₁, Matrix.mul_smul, trace_smul, smul_eq_mul] at t₁
  rw [e₂, Matrix.mul_smul, trace_smul, smul_eq_mul] at t₂
  -- the linear terms cancel in the weighted average
  nlinarith [mul_lt_mul_of_pos_left t₁ hs', mul_lt_mul_of_pos_left t₂ hs]
```

For the statement with ≤, three cases remain: s = 0, s = 1 and Q₁ = Q₂. In each, both sides are equal.

```lean
/-- Concavity of the RPA integrand: on positive semidefinite matrices and for `0 ≤ s ≤ 1`, its
value at the mixture is at least the weighted average of its values. -/
theorem acfdIntegrand_concave {Q₁ Q₂ : Matrix n n ℝ} (h₁ : Q₁.PosSemidef)
    (h₂ : Q₂.PosSemidef) {s : ℝ} (hs : 0 ≤ s) (hs1 : s ≤ 1) :
    (1 - s) * acfdIntegrand Q₁ + s * acfdIntegrand Q₂ ≤
      acfdIntegrand ((1 - s) • Q₁ + s • Q₂) := by
  rcases hs.eq_or_lt with rfl | hs
  · simp
  rcases hs1.eq_or_lt with rfl | hs1
  · simp
  by_cases hne : Q₁ = Q₂
  · subst hne
    have e : (1 - s) • Q₁ + s • Q₁ = Q₁ := by module
    rw [e]
    linarith
  · exact (acfdIntegrand_strict_concave h₁ h₂ hne hs hs1).le
```

**Q:** Does the positivity hypothesis matter, or is a positive determinant enough to keep the logarithm happy?

**A:** A positive determinant of I+Q at all three matrices is not enough. Take 2 × 2 matrices Q₁ = −3I and Q₂ = 2I with s = ½, so the mixture is −½I. The determinants of I+Q are 4, 9 and ¼. Then

½ f(Q₁) + ½ f(Q₂) = ½(ln 4 + 6) + ½(ln 9 − 4) = ln 6 + 1 ≈ 2.79,

f(−½I) = ln ¼ + 1 ≈ −0.39,

and the inequality fails.

**Q:** Back to my fragments, then. Without coupling I want the integrand to be additive.

**A:** It is. Let A and D now denote the diagonal blocks of the two fragments. With zero off-diagonal blocks,

det(I+Q) = det(I+A) det(I+D),

tr Q = tr A + tr D,

so f(Q) = f(A) + f(D). `fromBlocks A 0 0 D` is this block matrix, and `Real.log_mul` splits the logarithm because both determinants are positive.

```lean
/-- For two uncoupled fragments with positive semidefinite `A` and `D`, the integrand is the
sum of the fragment integrands. -/
theorem acfdIntegrand_uncoupled {A : Matrix m m ℝ} {D : Matrix k k ℝ}
    (hA : A.PosSemidef) (hD : D.PosSemidef) :
    acfdIntegrand (fromBlocks A 0 0 D) = acfdIntegrand A + acfdIntegrand D := by
  have e : 1 + fromBlocks A 0 0 D = fromBlocks (1 + A) 0 0 (1 + D) := by
    rw [← fromBlocks_one, fromBlocks_add, add_zero, add_zero]
  unfold acfdIntegrand
  have ht : (fromBlocks A 0 0 D).trace = A.trace + D.trace := by
    simp [Matrix.trace, Fintype.sum_sum_type]
  rw [e, det_fromBlocks_zero₂₁, ht,
    Real.log_mul (PosDef.one.add_posSemidef hA).det_pos.ne'
      (PosDef.one.add_posSemidef hD).det_pos.ne']
  ring
```

**Q:** And with a coupling block B?

**A:** Write the whole matrix by rows as Q₊ = [A, B; Bᵀ, D], positive semidefinite with B ≠ 0. Let Z = diag(I, −I), which reverses the sign of the second fragment's basis functions. Then

Q₋ = Z Q₊ Z = [A, −B; −Bᵀ, D].

Since Z² = I, Q₋ is also positive semidefinite, with the same determinant of I+Q and the same trace. Hence f(Q₋) = f(Q₊). The average of Q₊ and Q₋ has no coupling, so strict concavity at s = ½ gives

f(Q₊) = ½ f(Q₊) + ½ f(Q₋) < f([A, 0; 0, D]) = f(A) + f(D).

In the proof, `hsame` is the equality of the two integrands, `hne` uses B ≠ 0 to show that the matrices differ, and `hmix` computes their average.

```lean
/-- If the positive semidefinite matrix of two fragments has a nonzero coupling block `B`, its
integrand is strictly less than the sum of the integrands of the diagonal blocks. -/
theorem acfdIntegrand_coupled_lt {A : Matrix m m ℝ} {B : Matrix m k ℝ} {D : Matrix k k ℝ}
    (hQ : (fromBlocks A B Bᵀ D).PosSemidef) (hB : B ≠ 0) :
    acfdIntegrand (fromBlocks A B Bᵀ D) < acfdIntegrand A + acfdIntegrand D := by
  have hA : A.PosSemidef := hQ.submatrix Sum.inl
  have hD : D.PosSemidef := hQ.submatrix Sum.inr
  -- `Z` reverses the sign of the second fragment, and so of the coupling
  obtain ⟨Z, hZ⟩ : ∃ Z : Matrix (m ⊕ k) (m ⊕ k) ℝ, Z = fromBlocks 1 0 0 (-1) := ⟨_, rfl⟩
  have hZH : Zᴴ = Z := by
    rw [hZ, fromBlocks_conjTranspose]
    simp
  have hZZ : Z * Z = 1 := by simp [hZ, fromBlocks_multiply]
  have hflip : Z * fromBlocks A B Bᵀ D * Z = fromBlocks A (-B) (-Bᵀ) D := by
    simp [hZ, fromBlocks_multiply]
  have hQ' : (fromBlocks A (-B) (-Bᵀ) D).PosSemidef := by
    have h := hQ.conjTranspose_mul_mul_same Z
    rwa [hZH, hflip] at h
  have hdetZ : Z.det * Z.det = 1 := by rw [← det_mul, hZZ, det_one]
  have hdet : (1 + fromBlocks A (-B) (-Bᵀ) D).det = (1 + fromBlocks A B Bᵀ D).det := by
    have e : 1 + fromBlocks A (-B) (-Bᵀ) D = Z * (1 + fromBlocks A B Bᵀ D) * Z := by
      rw [Matrix.mul_add, Matrix.add_mul, Matrix.mul_one, hZZ, hflip]
    rw [e, det_mul, det_mul]
    linear_combination (1 + fromBlocks A B Bᵀ D).det * hdetZ
  have hsame : acfdIntegrand (fromBlocks A (-B) (-Bᵀ) D) =
      acfdIntegrand (fromBlocks A B Bᵀ D) := by
    have ht : (fromBlocks A (-B) (-Bᵀ) D).trace = (fromBlocks A B Bᵀ D).trace := by
      simp [Matrix.trace, Fintype.sum_sum_type]
    unfold acfdIntegrand
    rw [hdet, ht]
  have hne : fromBlocks A B Bᵀ D ≠ fromBlocks A (-B) (-Bᵀ) D := by
    intro h
    apply hB
    ext i j
    have h' := congrFun (congrFun (fromBlocks_inj.mp h).2.1 i) j
    rw [Matrix.neg_apply] at h'
    rw [Matrix.zero_apply]
    linarith
  -- the equal mixture of both signs has no coupling
  have hmix : (1 - (1 / 2 : ℝ)) • fromBlocks A B Bᵀ D +
      (1 / 2 : ℝ) • fromBlocks A (-B) (-Bᵀ) D = fromBlocks A 0 0 D := by
    rw [fromBlocks_smul, fromBlocks_smul, fromBlocks_add]
    congr 1 <;> module
  have h := acfdIntegrand_strict_concave hQ hQ' hne (s := 1 / 2) (by norm_num) (by norm_num)
  rw [hmix, hsame, acfdIntegrand_uncoupled hA hD] at h
  linarith

end

end RPAIntegrandConcavity
```

```lean
#print axioms RPAIntegrandConcavity.acfdIntegrand_concave
-- 'RPAIntegrandConcavity.acfdIntegrand_concave' depends on axioms: [propext, Classical.choice, Quot.sound]
#print axioms RPAIntegrandConcavity.acfdIntegrand_coupled_lt
-- 'RPAIntegrandConcavity.acfdIntegrand_coupled_lt' depends on axioms: [propext, Classical.choice, Quot.sound]
```

**Q:** Give me numbers.

**A:** Take one basis function per fragment, with A = D = 1 and B = ½. The matrix Q₊ has eigenvalues 3/2 and 1/2, so

f(Q₊) = ln(5/2) + ln(3/2) − 2 ≈ −0.678.

The fragments give

f(A) + f(D) = 2(ln 2 − 1) ≈ −0.614.

The coupling lowers the integrand by about 0.065.

**Q:** So may I say that RPA binds any two molecules?

**A:** No. The theorem compares a matrix with its own diagonal blocks, at one frequency. The step left to physics is to identify those blocks with the isolated molecules. It is justified if χ₀ is block diagonal, with each block equal to that of the isolated molecule, and you symmetrise as Q = (−χ₀)^½ v (−χ₀)^½. Then B carries the Coulomb coupling between the fragments. Overlap, charge transfer or relaxed orbitals change A and D as well, and the total energy has terms besides RPA correlation. Within that restriction, the result bears on dispersion in electronic-structure theory: at each frequency where B ≠ 0, the coupling makes the RPA correlation integrand more negative, whatever the size of the higher-order terms.
